# The symmetrized one-electron coupled-cluster density has occupations outside [0, 1] unless bra and ket are parallel

To obtain natural orbitals from a coupled-cluster calculation, one can symmetrize the one-particle density matrix, diagonalize it, and read the eigenvalues as occupation numbers. In a basis of spin orbitals, that reading needs eigenvalues between 0 and 1. For one electron with a real bra vector $L$ and a real ket vector $R$, normalized by $L\cdot R=1$, it fails whenever the two are not parallel: one eigenvalue is then negative and another is larger than 1, although the trace is exactly 1.

## Bra, ket and density

Let $n$ be a finite set of orthonormal spin orbitals. The ket $R$ and the bra $L$ are lists of real coefficients over $n$, in Lean functions `n → ℝ`. They are separate vectors because coupled-cluster theory parametrizes its left and right states differently. The condition $L\cdot R=1$ is their biorthonormality, which replaces the normalization of a single wavefunction.

```lean
import Mathlib

open Matrix

namespace CoupledClusterOneElectronDensity

noncomputable section

variable {n : Type*} [Fintype n]
```

The results are expressed through the Euclidean length $|v|=\sqrt{v\cdot v}$. Lean writes the scalar product as `⬝ᵥ`.

```lean
/-- The Euclidean length of a real orbital vector. -/
def len (v : n → ℝ) : ℝ := √(v ⬝ᵥ v)
```

The separate definition guards against a mistake in the formal statement. On the type `n → ℝ`, Mathlib's norm `‖v‖` is the largest absolute component, not the Euclidean length. With that norm the eigenvalue formula would be false: for $L=(1,0)$ and $R=(1,t)$ with $0<|t|\le 1$, both norms equal 1, and the formula would give the harmless occupations 0 and 1.

The transition density has elements $L_iR_j$. Its symmetric part is

$$\gamma=\tfrac12\left(LR^{T}+RL^{T}\right),$$

where `vecMulVec L R` is the matrix $LR^T$.

```lean
/-- The symmetrized one-electron density `(L Rᵀ + R Lᵀ) / 2` of a coupled-cluster
bra `L` and ket `R`. -/
def ccDensity (L R : n → ℝ) : Matrix n n ℝ :=
  (1 / 2 : ℝ) • (vecMulVec L R + vecMulVec R L)
```

Since $\gamma$ is built from $L$ and $R$ alone, its eigenvectors with nonzero eigenvalue lie in their span. The candidates are

$$u_s=|R|\,L+s\,|L|\,R,\qquad s=\pm1,$$

in which the two terms have equal length. They are left unnormalized.

```lean
/-- The combination `|R| L + s |L| R` of bra and ket. -/
def natOrb (L R : n → ℝ) (s : ℝ) : n → ℝ := len R • L + (s * len L) • R
```

For $N$ electrons, a real density is called ensemble representable here if it is symmetric, has trace $N$, and satisfies $0\le x\cdot\gamma x\le x\cdot x$ for every $x$. For a normalized orbital $x$, the last condition is the Pauli bound on its occupation. These conditions serve as the definition; their equivalence to the existence of an $N$-fermion mixed state is a known theorem that the file does not derive.

```lean
/-- Ensemble representability of a real one-particle density for `N` fermions: it is symmetric,
has trace `N`, and the occupation of every normalized orbital lies between 0 and 1. -/
def EnsembleRepresentable (N : ℕ) (γ : Matrix n n ℝ) : Prop :=
  γ.IsSymm ∧ γ.trace = N ∧ ∀ x : n → ℝ, 0 ≤ x ⬝ᵥ (γ *ᵥ x) ∧ x ⬝ᵥ (γ *ᵥ x) ≤ x ⬝ᵥ x
```

## Occupations and trace

Two facts about lengths are needed throughout. A sum of squares is nonnegative, and therefore $|v|^2=v\cdot v$.

```lean
/-- The squared length of a real vector is nonnegative. -/
lemma dot_self_nonneg (v : n → ℝ) : 0 ≤ v ⬝ᵥ v :=
  Finset.sum_nonneg fun i _ => mul_self_nonneg (v i)

/-- The square of the length is the scalar product of the vector with itself. -/
lemma len_sq (v : n → ℝ) : len v ^ 2 = v ⬝ᵥ v := Real.sq_sqrt (dot_self_nonneg v)
```

Because $(ab^T)v=(b\cdot v)\,a$, the density acts on a vector $v$ as

$$\gamma v=\tfrac12\left[(R\cdot v)\,L+(L\cdot v)\,R\right].$$

The proof checks the rule for $ab^T$ component by component and applies it to both terms.

```lean
/-- The density sends an orbital `v` to `((R·v) L + (L·v) R) / 2`. -/
lemma ccDensity_mulVec (L R v : n → ℝ) :
    ccDensity L R *ᵥ v = (1 / 2 : ℝ) • ((R ⬝ᵥ v) • L + (L ⬝ᵥ v) • R) := by
  have h : ∀ a b : n → ℝ, vecMulVec a b *ᵥ v = (b ⬝ᵥ v) • a := by
    intro a b
    ext i
    simp only [Matrix.mulVec, dotProduct, vecMulVec_apply, Pi.smul_apply, smul_eq_mul,
      Finset.sum_mul]
    exact Finset.sum_congr rfl fun j _ => by ring
  rw [ccDensity, Matrix.smul_mulVec, Matrix.add_mulVec, h, h]
```

Taking the scalar product with $x$ gives two equal terms, so

$$x\cdot\gamma x=(L\cdot x)(R\cdot x).$$

For an unnormalized orbital, the occupation is this number divided by $x\cdot x$. It is negative when the overlaps with bra and ket have opposite signs. If $L=R$, it is a square.

```lean
/-- For the density `γ` and any real vector `x`, the number `x·γx` is the product of the overlaps of
`x` with bra and ket. -/
theorem occupation_eq (L R x : n → ℝ) :
    x ⬝ᵥ (ccDensity L R *ᵥ x) = (L ⬝ᵥ x) * (R ⬝ᵥ x) := by
  rw [ccDensity_mulVec, dotProduct_smul, dotProduct_add, dotProduct_smul, dotProduct_smul,
    dotProduct_comm x L, dotProduct_comm x R]
  simp only [smul_eq_mul]
  ring
```

The trace of $LR^T$ is $L\cdot R$, and so is that of $RL^T$. Hence $\operatorname{tr}\gamma=\tfrac12(1+1)=1$, whether or not the vectors are parallel. A check of the electron number therefore cannot reveal the unphysical occupations.

```lean
/-- For a biorthonormal bra and ket the density has trace 1. -/
theorem trace_ccDensity (L R : n → ℝ) (h : L ⬝ᵥ R = 1) : (ccDensity L R).trace = 1 := by
  rw [ccDensity, trace_smul, trace_add, trace_vecMulVec, trace_vecMulVec,
    dotProduct_comm R L, h]
  norm_num
```

## The product of the lengths exceeds 1

Non-parallel means that $R\ne cL$ for every real $c$, which is the hypothesis `hpar`. Together with $L\cdot R=1$, it requires at least two orbitals. Physically, it says that bra and ket describe different states. With a single electron and a real symmetric Hamiltonian, fully solved amplitude and multiplier equations for a nondegenerate state make them parallel, so in that setting the hypothesis represents amplitudes or multipliers that are unconverged or approximate.

Consider $w=(L\cdot L)R-L$, which is proportional to the part of $R$ orthogonal to $L$. Using $L\cdot R=1$,

$$w\cdot w=(L\cdot L)^2(R\cdot R)-2(L\cdot L)+L\cdot L=(L\cdot L)\left[(L\cdot L)(R\cdot R)-1\right].$$

The vector $L$ is nonzero because $L\cdot R=1$. The vector $w$ is nonzero too, since $w=0$ would give $R=L/(L\cdot L)$. Both $w\cdot w$ and $L\cdot L$ are thus positive, so the bracket is positive and $|L|^2|R|^2>1$. As lengths are nonnegative, $|L||R|>1$. In the code, `hw` shows $w\neq0$, `hww` is the expanded square, and `hab` is the positive bracket.

```lean
/-- If `L·R = 1` and the ket is not a multiple of the bra, the product of their lengths
exceeds 1. -/
theorem one_lt_len_mul_len (L R : n → ℝ) (h : L ⬝ᵥ R = 1) (hpar : ∀ c : ℝ, R ≠ c • L) :
    1 < len L * len R := by
  have hpos : ∀ v : n → ℝ, v ≠ 0 → 0 < v ⬝ᵥ v := fun v hv =>
    lt_of_le_of_ne (dot_self_nonneg v) (Ne.symm (mt dotProduct_self_eq_zero.1 hv))
  have ha : 0 < L ⬝ᵥ L := hpos L (by rintro rfl; simp at h)
  -- the part of the ket orthogonal to the bra, up to a factor
  have hw : (L ⬝ᵥ L) • R - L ≠ 0 := by
    intro h0
    apply hpar (L ⬝ᵥ L)⁻¹
    rw [← sub_eq_zero.1 h0, smul_smul]
    simp only [sub_eq_zero.1 h0]
    rw [inv_mul_cancel₀ ha.ne', one_smul]
  have hww := hpos _ hw
  simp only [sub_dotProduct, dotProduct_sub, smul_dotProduct, dotProduct_smul, smul_eq_mul,
    dotProduct_comm R L, h] at hww
  have hab : 0 < (L ⬝ᵥ L) * (R ⬝ᵥ R) - 1 :=
    (mul_pos_iff_of_pos_left ha).1 (by linarith)
  have hp : (len L * len R) ^ 2 = (L ⬝ᵥ L) * (R ⬝ᵥ R) := by rw [mul_pow, len_sq, len_sq]
  have h0 : 0 ≤ len L * len R := mul_nonneg (Real.sqrt_nonneg _) (Real.sqrt_nonneg _)
  nlinarith
```

## The two unphysical eigenvalues

Write $p=|L||R|$. The projections of $u_s$ are

$$L\cdot u_s=|L|(p+s),\qquad R\cdot u_s=|R|(1+sp).$$

Since $s^2=1$, we have $p+s=s(1+sp)$, and the action of $\gamma$ becomes

$$\gamma u_s=\tfrac12\left[|R|(1+sp)L+|L|\,s(1+sp)R\right]=\frac{1+sp}{2}\,u_s.$$

The Lean proof computes the projections as `hL` and `hR`. Its final `linear_combination` uses $s^2=1$ in each component.

```lean
/-- For `L·R = 1` and either sign `s`, the combination `|R| L + s |L| R` satisfies the eigenvalue
equation of the density with the value `(1 + s |L| |R|) / 2`. -/
theorem ccDensity_natOrb (L R : n → ℝ) (h : L ⬝ᵥ R = 1) (s : ℝ) (hs : s * s = 1) :
    ccDensity L R *ᵥ natOrb L R s = ((1 + s * len L * len R) / 2) • natOrb L R s := by
  have hL : L ⬝ᵥ natOrb L R s = len R * len L ^ 2 + s * len L := by
    simp only [natOrb, dotProduct_add, dotProduct_smul, smul_eq_mul, h, len_sq, mul_one]
  have hR : R ⬝ᵥ natOrb L R s = len R + s * len L * len R ^ 2 := by
    simp only [natOrb, dotProduct_add, dotProduct_smul, smul_eq_mul, dotProduct_comm R L, h,
      len_sq, mul_one]
  rw [ccDensity_mulVec, hL, hR]
  ext i
  simp only [natOrb, Pi.add_apply, Pi.smul_apply, smul_eq_mul]
  linear_combination (-(len L ^ 2 * len R / 2) * R i) * hs
```

This equation alone does not yet give an eigenvalue, because $u_s$ might vanish. Indeed, $u_{-1}=0$ for parallel vectors. In the non-parallel case,

$$|R|\,(L\cdot u_s)=p(p+s)>0,$$

because $p>1$ and $s\ge-1$, so $u_s\ne0$. The normalized natural orbitals are $u_s/\sqrt{2p(p+s)}$, with occupations

$$\frac{1-|L||R|}{2}<0,\qquad \frac{1+|L||R|}{2}>1.$$

The theorem states each eigenvalue as the existence of a nonzero vector satisfying the eigenvalue equation, together with the corresponding inequality. The step `hne` supplies the nonzero vectors, and the previous theorem is used at $s=-1$ and $s=1$.

```lean
/-- For `L·R = 1` and non-parallel bra and ket, the density has the eigenvalues
`(1 - |L| |R|) / 2 < 0` and `(1 + |L| |R|) / 2 > 1`. -/
theorem unphysical_occupations (L R : n → ℝ) (h : L ⬝ᵥ R = 1) (hpar : ∀ c : ℝ, R ≠ c • L) :
    ((∃ v, v ≠ 0 ∧ ccDensity L R *ᵥ v = ((1 - len L * len R) / 2) • v) ∧
      (1 - len L * len R) / 2 < 0) ∧
    ((∃ v, v ≠ 0 ∧ ccDensity L R *ᵥ v = ((1 + len L * len R) / 2) • v) ∧
      1 < (1 + len L * len R) / 2) := by
  have hp := one_lt_len_mul_len L R h hpar
  have hne : ∀ s : ℝ, -1 ≤ s → natOrb L R s ≠ 0 := by
    intro s hs h0
    have h1 : L ⬝ᵥ natOrb L R s = 0 := by rw [h0, dotProduct_zero]
    simp only [natOrb, dotProduct_add, dotProduct_smul, smul_eq_mul, h, ← len_sq] at h1
    have h2 : (len L * len R) * (len L * len R + s) = 0 := by
      linear_combination len R * h1
    have h3 : 0 < (len L * len R) * (len L * len R + s) :=
      mul_pos (by linarith) (by linarith)
    linarith
  refine ⟨⟨⟨natOrb L R (-1), hne _ le_rfl, ?_⟩, by linarith⟩,
    ⟨⟨natOrb L R 1, hne _ (by norm_num), ?_⟩, by linarith⟩⟩
  · rw [show (1 - len L * len R) / 2 = (1 + (-1) * len L * len R) / 2 by ring]
    exact ccDensity_natOrb L R h (-1) (by norm_num)
  · rw [show (1 + len L * len R) / 2 = (1 + 1 * len L * len R) / 2 by ring]
    exact ccDensity_natOrb L R h 1 (by norm_num)
```

## Every other eigenvalue is zero

Suppose $\gamma v=\mu v$ with $v\neq0$ and $\mu\ne0$. Set $x=L\cdot v$ and $y=R\cdot v$, which are now numbers. Projecting the equation on $L$ and on $R$ gives

$$(2\mu-1)x=(L\cdot L)\,y,\qquad(2\mu-1)y=(R\cdot R)\,x.$$

Eliminating one overlap at a time,

$$\left[(2\mu-1)^2-|L|^2|R|^2\right]x=0,\qquad\left[(2\mu-1)^2-|L|^2|R|^2\right]y=0.$$

If the bracket were nonzero, both overlaps would vanish. Then $\gamma v=0$, so $\mu v=0$, a contradiction. Hence $2\mu-1=\pm|L||R|$.

The code follows this elimination in `key` and then factors the difference of squares. The theorem needs only $L\cdot R=1$ and also covers parallel vectors. It limits the possible eigenvalues, without claiming that each listed value occurs or giving multiplicities.

```lean
/-- For `L·R = 1`, every eigenvalue of the density is zero or one of
`(1 ± |L| |R|) / 2`. -/
theorem eigenvalue_cases (L R v : n → ℝ) (μ : ℝ) (h : L ⬝ᵥ R = 1) (hv : v ≠ 0)
    (hμv : ccDensity L R *ᵥ v = μ • v) :
    μ = 0 ∨ μ = (1 - len L * len R) / 2 ∨ μ = (1 + len L * len R) / 2 := by
  by_cases hμ : μ = 0
  · exact Or.inl hμ
  right
  rw [ccDensity_mulVec] at hμv
  -- project the eigenvalue equation on bra and ket
  have hL := congrArg (fun w => L ⬝ᵥ w) hμv
  have hR := congrArg (fun w => R ⬝ᵥ w) hμv
  simp only [dotProduct_smul, dotProduct_add, smul_eq_mul, dotProduct_comm R L, h] at hL hR
  have key : (2 * μ - 1) ^ 2 - (L ⬝ᵥ L) * (R ⬝ᵥ R) = 0 := by
    by_contra hD
    have hx : L ⬝ᵥ v = 0 := by
      refine (mul_eq_zero.1 ?_).resolve_right hD
      linear_combination (-2 * (2 * μ - 1)) * hL + (-2 * (L ⬝ᵥ L)) * hR
    have hy : R ⬝ᵥ v = 0 := by
      refine (mul_eq_zero.1 ?_).resolve_right hD
      linear_combination (-2 * (2 * μ - 1)) * hR + (-2 * (R ⬝ᵥ R)) * hL
    rw [hx, hy, zero_smul, zero_smul, add_zero, smul_zero] at hμv
    exact hv ((smul_eq_zero.1 hμv.symm).resolve_left hμ)
  rw [← len_sq, ← len_sq] at key
  have hf : (2 * μ - 1 + len L * len R) * (2 * μ - 1 - len L * len R) = 0 := by
    linear_combination key
  rcases mul_eq_zero.1 hf with h1 | h1
  · left; linarith
  · right; linarith
```

## Representable exactly when parallel

If $R$ is not a multiple of $L$, take an eigenvector $v$ with the negative eigenvalue $\mu$. Then $v\cdot\gamma v=\mu\,(v\cdot v)<0$, which violates the lower bound.

Conversely, let $R=cL$. Biorthonormality gives $c\,(L\cdot L)=1$, so $c>0$; the proof needs only $c\ge0$. By Cauchy–Schwarz,

$$0\le x\cdot\gamma x=c\,(L\cdot x)^2\le c\,(L\cdot L)(x\cdot x)=x\cdot x.$$

Symmetry follows from the form of $\gamma$, and the trace is already known. The two parts of the Lean proof are these two directions, with `hq` for the occupation and `hcs` for Cauchy–Schwarz.

The equivalence concerns one electron and real coefficients. It does not determine when a many-electron coupled-cluster density is representable.

```lean
/-- For `L·R = 1`, the density is ensemble representable for one electron exactly when
the ket is a multiple of the bra. -/
theorem representable_iff_parallel (L R : n → ℝ) (h : L ⬝ᵥ R = 1) :
    EnsembleRepresentable 1 (ccDensity L R) ↔ ∃ c : ℝ, R = c • L := by
  constructor
  · rintro ⟨-, -, hocc⟩
    by_contra hc
    obtain ⟨⟨⟨v, hv, hev⟩, hneg⟩, -⟩ :=
      unphysical_occupations L R h (fun c hcR => hc ⟨c, hcR⟩)
    have h1 := (hocc v).1
    rw [hev, dotProduct_smul, smul_eq_mul] at h1
    have h2 : 0 < v ⬝ᵥ v :=
      lt_of_le_of_ne (dot_self_nonneg v) (Ne.symm (mt dotProduct_self_eq_zero.1 hv))
    linarith [mul_neg_of_neg_of_pos hneg h2]
  · rintro ⟨c, hc⟩
    have hca : c * (L ⬝ᵥ L) = 1 := by
      rw [hc, dotProduct_smul, smul_eq_mul] at h
      exact h
    have hc0 : 0 ≤ c := by
      by_contra hlt
      nlinarith [dot_self_nonneg L]
    refine ⟨Matrix.IsSymm.ext fun i j => ?_, ?_, fun x => ?_⟩
    · simp only [ccDensity, Matrix.smul_apply, Matrix.add_apply, vecMulVec_apply, smul_eq_mul]
      ring
    · rw [trace_ccDensity L R h, Nat.cast_one]
    · -- the occupation is `c (L·x)²`, bounded by Cauchy-Schwarz
      have hq : x ⬝ᵥ (ccDensity L R *ᵥ x) = c * (L ⬝ᵥ x) ^ 2 := by
        rw [occupation_eq, hc, smul_dotProduct, smul_eq_mul]
        ring
      have hcs : (L ⬝ᵥ x) ^ 2 ≤ (L ⬝ᵥ L) * (x ⬝ᵥ x) := by
        have := Finset.sum_mul_sq_le_sq_mul_sq Finset.univ L x
        simpa only [dotProduct, pow_two] using this
      rw [hq]
      refine ⟨mul_nonneg hc0 (sq_nonneg _), ?_⟩
      calc c * (L ⬝ᵥ x) ^ 2 ≤ c * ((L ⬝ᵥ L) * (x ⬝ᵥ x)) :=
            mul_le_mul_of_nonneg_left hcs hc0
        _ = x ⬝ᵥ x := by rw [← mul_assoc, hca, one_mul]
```

## Example: one electron in two orbitals

Let the first orbital be the reference and the second a virtual orbital. A singles amplitude $t\ne0$ gives the ket $R=(1,t)$, and setting the multipliers to zero leaves the bra $L=(1,0)$. Their overlap is 1, their second components show that they are not parallel, and $|L||R|=\sqrt{1+t^2}$. The density and its occupations are

$$\gamma=\begin{pmatrix}1&t/2\\t/2&0\end{pmatrix},\qquad \frac{1\pm\sqrt{1+t^2}}{2}.$$

For small $t$ the occupations are approximately $1+t^2/4$ and $-t^2/4$, so the violation is of second order in the amplitude. The last theorem checks the overlap, the non-parallel condition and the product of lengths; the exact occupations then follow from `unphysical_occupations`.

```lean
/-- In two orbitals the bra `(1, 0)` and the ket `(1, t)` with `t ≠ 0` have overlap 1, are not
parallel, and have `|L| |R| = √(1 + t²)`. -/
theorem ccDensity_witness (t : ℝ) (ht : t ≠ 0) :
    (![1, 0] : Fin 2 → ℝ) ⬝ᵥ ![1, t] = 1 ∧
    (∀ c : ℝ, (![1, t] : Fin 2 → ℝ) ≠ c • ![1, 0]) ∧
    len (![1, 0] : Fin 2 → ℝ) * len ![1, t] = √(1 + t ^ 2) := by
  refine ⟨by simp [dotProduct, Fin.sum_univ_two], fun c hc => ?_, ?_⟩
  · have h1 := congrFun hc 1
    simp at h1
    exact ht h1
  · have h1 : (![1, 0] : Fin 2 → ℝ) ⬝ᵥ ![1, 0] = 1 := by
      simp [dotProduct, Fin.sum_univ_two]
    have h2 : (![1, t] : Fin 2 → ℝ) ⬝ᵥ ![1, t] = 1 + t ^ 2 := by
      simp [dotProduct, Fin.sum_univ_two, pow_two]
    unfold len
    rw [h1, h2, Real.sqrt_one, one_mul]

end

end CoupledClusterOneElectronDensity
```

```lean
#print axioms CoupledClusterOneElectronDensity.eigenvalue_cases
#print axioms CoupledClusterOneElectronDensity.representable_iff_parallel
```

```
'CoupledClusterOneElectronDensity.eigenvalue_cases' depends on axioms: [propext, Classical.choice, Quot.sound]
'CoupledClusterOneElectronDensity.representable_iff_parallel' depends on axioms: [propext, Classical.choice, Quot.sound]
```
